# Exact orthonormal modes of a box whose wall moves at constant velocity

A particle is confined between a fixed wall at $x=0$ and a wall at $L(t)=L_0+vt$. Should I treat its wave function as living only on the changing interval, or as one formula on the whole line that I use only inside the box? I have been taking the second view, with $\hbar$ and the particle's mass set to 1, and

$$\psi_n=\sqrt{\tfrac{2}{L}}\,\sin\frac{n\pi x}{L}\;\exp\!\left(\frac{ivx^2}{2L}-\frac{in^2\pi^2t}{2L_0L}\right),\qquad n\ge 1.$$

The sine is the usual box state at the current width, but the phase now depends on position. Does this really solve the Schrödinger equation, and how can different $n$ stay orthogonal with such a phase in the integrand?

## A position-dependent phase shared by every mode

The second view works. The formula solves the free equation at every $x$, and the box enters through the zeros at the walls and the limits of the integrals. Orthogonality survives because the quadratic phase, the chirp, is the same for all $n$.

Write $\psi=Re^{iS}$ with $R$ and $S$ real. Then

$$\psi_t=(R_t+iRS_t)e^{iS},\qquad \psi_{xx}=\left[R_{xx}-RS_x^2+i(2R_xS_x+RS_{xx})\right]e^{iS}.$$

Put these into $i\psi_t=-\tfrac12\psi_{xx}$ and divide by $e^{iS}$. The imaginary and real parts are the continuity and quantum Hamilton–Jacobi equations:

$$R_t=-R_xS_x-\tfrac12RS_{xx},\qquad RS_t=\tfrac12R_{xx}-\tfrac12RS_x^2.$$

Here $R=\sqrt{2/L}\,\sin(n\pi x/L)$, $S_x=vx/L$ and $S_{xx}=v/L$. Differentiating the prefactor and the sine in time gives

$$R_t=-\frac{v}{2L}R-\frac{vx}{L}R_x,$$

which is the continuity equation. For the other one, $L-vt=L_0$ gives

$$\frac{d}{dt}\frac{t}{L}=\frac{L-vt}{L^2}=\frac{L_0}{L^2},\qquad S_t=-\frac{v^2x^2}{2L^2}-\frac{n^2\pi^2}{2L^2}.$$

Since $R_{xx}=-(n^2\pi^2/L^2)R$, this equation holds too. The wave vanishes at the walls because $\sin 0=\sin n\pi=0$.

In an overlap the chirp cancels:

$$\overline{\psi_m}\,\psi_n=e^{i(m^2-n^2)\pi^2t/(2L_0L)}\,R_mR_n,$$

$$R_mR_n=\frac1L\left[\cos\frac{(m-n)\pi x}{L}-\cos\frac{(m+n)\pi x}{L}\right].$$

For a nonzero integer $k$, $\int_0^L\cos(k\pi x/L)\,dx=\frac{L}{k\pi}\sin k\pi=0$; for $k=0$ the integral is $L$. As $m+n\ne0$, the overlap is $\delta_{mn}$. For a finite sum $\sum_n c_n\psi_n$ with constant coefficients, the squared norm is therefore $\sum_{m,n}\overline{c_m}c_n\delta_{mn}=\sum_n|c_n|^2$.

## What the Lean statements say

`wall L₀ v t` is $L(t)$, `envelope` is $R$, `phase` is $S$, and `mode` is $\psi_n$, defined for all real $x$. `SolvesAt ψ t x` says that the required derivatives exist and satisfy the equation at $(t,x)$.

The theorem `moving_wall_mode` assumes $L_0>0$, $L(t)>0$ and $n\ge1$. It gives the equation at every $x$, both wall conditions, unit norm on $[0,L(t)]$, and zero overlap with every other label. The label $m=0$ is allowed there, but its mode is the zero function. The velocity may have either sign, so a contracting box is included while its width is positive.

`moving_wall_superposition` treats a finite set `s` of labels $n\ge1$ with time-independent coefficients `c`. It says nothing about completeness, so expanding an arbitrary initial state needs a further argument. The exact zero at the moving wall is an idealisation: a laboratory trap has a finite barrier, which the wave function can penetrate.

For one particle and a uniformly moving wall, these solutions give reference data for numerical propagation on a domain of changing size.

```lean
import Mathlib

open scoped Real ComplexConjugate

namespace MovingWallBox

noncomputable section

/-- Position of the moving wall at time `t`: it starts at `L₀` and has constant velocity `v`. -/
def wall (L₀ v t : ℝ) : ℝ := L₀ + v * t

/-- Real envelope of the `n`-th mode, the standing wave of a box of the current width;
meant for positive width. -/
def envelope (L₀ v : ℝ) (n : ℕ) (t x : ℝ) : ℝ :=
  Real.sqrt (2 / wall L₀ v t) * Real.sin (n * π * x / wall L₀ v t)

/-- Phase of the `n`-th mode: a chirp quadratic in `x` minus a dynamical phase;
meant for nonzero initial and current width. -/
def phase (L₀ v : ℝ) (n : ℕ) (t x : ℝ) : ℝ :=
  v * x ^ 2 / (2 * wall L₀ v t) - n ^ 2 * π ^ 2 * t / (2 * L₀ * wall L₀ v t)

/-- The `n`-th mode of the box with a moving wall, envelope times phase factor;
meant for positive initial and current width. -/
def mode (L₀ v : ℝ) (n : ℕ) (t x : ℝ) : ℂ :=
  (envelope L₀ v n t x : ℂ) * Complex.exp (phase L₀ v n t x * Complex.I)

/-- The wave function `ψ` has the derivatives needed and satisfies the free Schrödinger
equation `i ψ_t = -ψ_xx / 2` at time `t` and position `x`. -/
def SolvesAt (ψ : ℝ → ℝ → ℂ) (t x : ℝ) : Prop :=
  ∃ (ψt : ℂ) (ψx : ℝ → ℂ) (ψxx : ℂ),
    HasDerivAt (fun s => ψ s x) ψt t ∧ (∀ y, HasDerivAt (fun z => ψ t z) (ψx y) y) ∧
    HasDerivAt ψx ψxx x ∧ Complex.I * ψt = -(1 / 2) * ψxx

/-- A wave `R exp(iS)` with real `R` and `S`, differentiable in time and twice differentiable in
position, solves the free Schrödinger equation at a point where the continuity and quantum
Hamilton-Jacobi equations hold. -/
theorem solvesAt_of_polar {R S : ℝ → ℝ → ℝ} {t x Rt St Rxx Sxx : ℝ} {Rx Sx : ℝ → ℝ}
    (hRt : HasDerivAt (fun s => R s x) Rt t)
    (hRx : ∀ y, HasDerivAt (fun z => R t z) (Rx y) y) (hRxx : HasDerivAt Rx Rxx x)
    (hSt : HasDerivAt (fun s => S s x) St t)
    (hSx : ∀ y, HasDerivAt (fun z => S t z) (Sx y) y) (hSxx : HasDerivAt Sx Sxx x)
    (hcont : Rt = -(Rx x * Sx x + R t x * Sxx / 2))
    (hHJ : R t x * St = Rxx / 2 - R t x * Sx x ^ 2 / 2) :
    SolvesAt (fun s y => (R s y : ℂ) * Complex.exp (S s y * Complex.I)) t x := by
  have hE : ∀ y, HasDerivAt (fun z => Complex.exp ((S t z : ℂ) * Complex.I))
      (Complex.exp (S t y * Complex.I) * (Sx y * Complex.I)) y :=
    fun y => ((hSx y).ofReal_comp.mul_const Complex.I).cexp
  refine ⟨Rt * Complex.exp (S t x * Complex.I)
      + R t x * (Complex.exp (S t x * Complex.I) * (St * Complex.I)),
    fun y => ((Rx y : ℂ) + R t y * Sx y * Complex.I) * Complex.exp (S t y * Complex.I),
    (Rxx + (Rx x * Sx x + R t x * Sxx) * Complex.I) * Complex.exp (S t x * Complex.I)
      + (Rx x + R t x * Sx x * Complex.I)
        * (Complex.exp (S t x * Complex.I) * (Sx x * Complex.I)), ?_, ?_, ?_, ?_⟩
  · exact hRt.ofReal_comp.fun_mul (hSt.ofReal_comp.mul_const Complex.I).cexp
  · intro y
    exact ((hRx y).ofReal_comp.fun_mul (hE y)).congr_deriv (by ring)
  · exact (hRxx.ofReal_comp.fun_add
      (((hRx x).ofReal_comp.fun_mul hSxx.ofReal_comp).mul_const Complex.I)).fun_mul (hE x)
  · -- imaginary part: continuity; real part: Hamilton-Jacobi
    have h1 := congrArg (fun r : ℝ => (r : ℂ)) hcont
    have h2 := congrArg (fun r : ℝ => (r : ℂ)) hHJ
    push_cast at h1 h2
    linear_combination Complex.I * Complex.exp (S t x * Complex.I) * h1
      - Complex.exp (S t x * Complex.I) * h2
      + Complex.exp (S t x * Complex.I) * (R t x * St + R t x * Sx x ^ 2 / 2) * Complex.I_sq

/-- For positive initial and current width, each mode solves the free Schrödinger equation. -/
theorem mode_solvesAt {L₀ v t : ℝ} (h₀ : 0 < L₀) (hL : 0 < wall L₀ v t) (n : ℕ) (x : ℝ) :
    SolvesAt (mode L₀ v n) t x := by
  have hw : HasDerivAt (fun s => wall L₀ v s) v t := by
    have h := ((hasDerivAt_id' t).const_mul v).const_add L₀
    rw [mul_one] at h
    exact h
  have hw0 : wall L₀ v t = L₀ + v * t := rfl
  have hne := hL.ne'
  -- the normalisation factor follows the width
  have hq : HasDerivAt (fun s => Real.sqrt (2 / wall L₀ v s))
      (-(v / (2 * wall L₀ v t)) * Real.sqrt (2 / wall L₀ v t)) t := by
    have hf : HasDerivAt (fun s => 2 / wall L₀ v s) (-2 * v / wall L₀ v t ^ 2) t :=
      ((hasDerivAt_const t (2 : ℝ)).fun_div hw hne).congr_deriv (by ring)
    have hpos : 0 < 2 / wall L₀ v t := by positivity
    have hs := Real.sq_sqrt hpos.le
    have hsp := Real.sqrt_pos.mpr hpos
    refine (hf.sqrt hpos.ne').congr_deriv ?_
    rw [div_eq_iff (by positivity)]
    linear_combination (v / wall L₀ v t) * hs
  have ha : HasDerivAt (fun s => n * π * x / wall L₀ v s)
      (-(n * π * x * v) / wall L₀ v t ^ 2) t :=
    ((hasDerivAt_const t (n * π * x)).fun_div hw hne).congr_deriv (by ring)
  have hk : ∀ y, HasDerivAt (fun z : ℝ => n * π * z / wall L₀ v t) (n * π / wall L₀ v t) y :=
    fun y => (((hasDerivAt_id' y).const_mul (n * π)).div_const _).congr_deriv (by ring)
  -- the dynamical phase runs at the rate set by the current width
  have hd : HasDerivAt (fun s => n ^ 2 * π ^ 2 * s / (2 * L₀ * wall L₀ v s))
      (n ^ 2 * π ^ 2 / (2 * wall L₀ v t ^ 2)) t := by
    refine (((hasDerivAt_id' t).const_mul (n ^ 2 * π ^ 2 : ℝ)).fun_div
      (hw.const_mul (2 * L₀)) (by positivity)).congr_deriv ?_
    rw [div_eq_div_iff (by positivity) (by positivity)]
    linear_combination (4 * (n ^ 2 * π ^ 2) * L₀ * wall L₀ v t ^ 2) * hw0
  have hc : HasDerivAt (fun s => v * x ^ 2 / (2 * wall L₀ v s))
      (-(v ^ 2 * x ^ 2) / (2 * wall L₀ v t ^ 2)) t :=
    ((hasDerivAt_const t (v * x ^ 2)).fun_div (hw.const_mul 2)
      (by positivity)).congr_deriv (by ring)
  have hSx : ∀ y, HasDerivAt (fun z => phase L₀ v n t z) (v * y / wall L₀ v t) y := by
    intro y
    have hp : HasDerivAt (fun z : ℝ => z ^ 2) (2 * y) y := by simpa using hasDerivAt_pow 2 y
    exact (((hp.const_mul v).div_const (2 * wall L₀ v t)).sub_const _).congr_deriv (by ring)
  have hSxx : HasDerivAt (fun y => v * y / wall L₀ v t) (v / wall L₀ v t) x :=
    (((hasDerivAt_id' x).const_mul v).div_const _).congr_deriv (by ring)
  exact solvesAt_of_polar (R := envelope L₀ v n) (S := phase L₀ v n)
    (hq.fun_mul ha.sin) (fun y => (hk y).sin.const_mul _)
    (((hk x).cos.mul_const (n * π / wall L₀ v t)).const_mul _)
    (hc.fun_sub hd) hSx hSxx (by unfold envelope; ring) (by unfold envelope; ring)

/-- Over a box of positive width `L`, the wave `cos(kπx/L)` with integer `k` integrates to zero
unless `k = 0`, when it gives `L`. -/
theorem integral_cos_box {L : ℝ} (hL : 0 < L) (k : ℤ) :
    ∫ x in (0 : ℝ)..L, Real.cos (k * π * x / L) = if k = 0 then L else 0 := by
  split_ifs with h
  · subst h
    simp
  · have hk : (k : ℝ) ≠ 0 := by exact_mod_cast h
    have hd : ∀ x ∈ Set.uIcc 0 L, HasDerivAt
        (fun y : ℝ => L / (k * π) * Real.sin (k * π * y / L)) (Real.cos (k * π * x / L)) x := by
      intro x _
      have h1 : HasDerivAt (fun y : ℝ => k * π * y / L) (k * π / L) x :=
        (((hasDerivAt_id' x).const_mul (k * π)).div_const L).congr_deriv (by ring)
      have hc : L / (k * π) * (k * π / L) = 1 := by
        have := Real.pi_ne_zero
        field_simp
      refine (h1.sin.const_mul (L / (k * π))).congr_deriv ?_
      linear_combination Real.cos (k * π * x / L) * hc
    have hend : k * π * L / L = k * π := mul_div_cancel_right₀ _ hL.ne'
    rw [intervalIntegral.integral_eq_sub_of_hasDerivAt hd
      (Continuous.intervalIntegrable (by fun_prop) _ _)]
    simp [hend, Real.sin_int_mul_pi]

/-- At positive current width, the overlap of the envelopes with labels `m` and `n ≥ 1` over the box
is one if `m = n` and zero otherwise. -/
theorem envelope_overlap {L₀ v t : ℝ} (hL : 0 < wall L₀ v t) (m : ℕ) {n : ℕ} (hn : 1 ≤ n) :
    ∫ x in (0 : ℝ)..wall L₀ v t, envelope L₀ v m t x * envelope L₀ v n t x
      = if m = n then 1 else 0 := by
  have hs := Real.sq_sqrt (show 0 ≤ 2 / wall L₀ v t by positivity)
  -- product of sines as a difference of cosines
  have hg : ∀ x, envelope L₀ v m t x * envelope L₀ v n t x = 1 / wall L₀ v t *
      (Real.cos (((m : ℤ) - (n : ℤ) : ℤ) * π * x / wall L₀ v t)
        - Real.cos (((m : ℤ) + (n : ℤ) : ℤ) * π * x / wall L₀ v t)) := by
    intro x
    have e1 : (((m : ℤ) - (n : ℤ) : ℤ) : ℝ) * π * x / wall L₀ v t
        = m * π * x / wall L₀ v t - n * π * x / wall L₀ v t := by push_cast; ring
    have e2 : (((m : ℤ) + (n : ℤ) : ℤ) : ℝ) * π * x / wall L₀ v t
        = m * π * x / wall L₀ v t + n * π * x / wall L₀ v t := by push_cast; ring
    rw [e1, e2, Real.cos_sub, Real.cos_add]
    unfold envelope
    linear_combination (Real.sin (m * π * x / wall L₀ v t)
      * Real.sin (n * π * x / wall L₀ v t)) * hs
  have hi : ∀ k : ℤ, IntervalIntegrable (fun x : ℝ => Real.cos (k * π * x / wall L₀ v t))
      MeasureTheory.volume 0 (wall L₀ v t) :=
    fun k => Continuous.intervalIntegrable (by fun_prop) _ _
  simp only [hg]
  rw [intervalIntegral.integral_const_mul,
    intervalIntegral.integral_sub (hi ((m : ℤ) - n)) (hi ((m : ℤ) + n)),
    integral_cos_box hL, integral_cos_box hL, if_neg (show (m : ℤ) + n ≠ 0 by omega)]
  by_cases h : m = n
  · subst h
    simp [hL.ne']
  · rw [if_neg (show (m : ℤ) - n ≠ 0 by omega), if_neg h]
    simp

/-- At positive current width, the overlap of the modes with labels `m` and `n ≥ 1` over the box is
one if `m = n` and zero otherwise. -/
theorem mode_overlap {L₀ v t : ℝ} (hL : 0 < wall L₀ v t) (m : ℕ) {n : ℕ} (hn : 1 ≤ n) :
    ∫ x in (0 : ℝ)..wall L₀ v t, conj (mode L₀ v m t x) * mode L₀ v n t x
      = if m = n then 1 else 0 := by
  -- the common chirp cancels and leaves a phase independent of position
  have hpt : ∀ x, conj (mode L₀ v m t x) * mode L₀ v n t x =
      Complex.exp ((((m : ℝ) ^ 2 - (n : ℝ) ^ 2) * π ^ 2 * t / (2 * L₀ * wall L₀ v t) : ℝ)
        * Complex.I) * ((envelope L₀ v m t x * envelope L₀ v n t x : ℝ) : ℂ) := by
    intro x
    have hθ : ((m : ℝ) ^ 2 - (n : ℝ) ^ 2) * π ^ 2 * t / (2 * L₀ * wall L₀ v t)
        = phase L₀ v n t x - phase L₀ v m t x := by unfold phase; ring
    have he : Complex.exp (((phase L₀ v n t x - phase L₀ v m t x : ℝ) : ℂ) * Complex.I)
        = Complex.exp (phase L₀ v m t x * -Complex.I)
          * Complex.exp (phase L₀ v n t x * Complex.I) := by
      rw [← Complex.exp_add]
      congr 1
      push_cast
      ring
    rw [hθ, he, Complex.ofReal_mul]
    simp only [mode, map_mul, Complex.conj_ofReal, ← Complex.exp_conj, Complex.conj_I]
    ring
  simp only [hpt]
  rw [intervalIntegral.integral_const_mul, intervalIntegral.integral_ofReal,
    envelope_overlap hL m hn]
  by_cases h : m = n
  · subst h
    simp
  · simp [h]

/-- For positive initial and current width and `n ≥ 1`, the `n`-th mode solves the free
Schrödinger equation, vanishes at both walls, has unit norm, and is orthogonal to every
mode with a different label. -/
theorem moving_wall_mode {L₀ v t : ℝ} (h₀ : 0 < L₀) (hL : 0 < wall L₀ v t)
    {n : ℕ} (hn : 1 ≤ n) :
    (∀ x, SolvesAt (mode L₀ v n) t x) ∧
    mode L₀ v n t 0 = 0 ∧ mode L₀ v n t (wall L₀ v t) = 0 ∧
    ∫ x in (0 : ℝ)..wall L₀ v t, ‖mode L₀ v n t x‖ ^ 2 = 1 ∧
    ∀ m, m ≠ n → ∫ x in (0 : ℝ)..wall L₀ v t, conj (mode L₀ v m t x) * mode L₀ v n t x = 0 := by
  refine ⟨mode_solvesAt h₀ hL n, by simp [mode, envelope], ?_, ?_, ?_⟩
  · have h : n * π * wall L₀ v t / wall L₀ v t = n * π := mul_div_cancel_right₀ _ hL.ne'
    rw [mode, envelope, h, Real.sin_nat_mul_pi]
    simp
  · have h : ∀ x, ‖mode L₀ v n t x‖ ^ 2 = envelope L₀ v n t x * envelope L₀ v n t x := by
      intro x
      rw [mode, norm_mul, Complex.norm_exp_ofReal_mul_I, Complex.norm_real, mul_one,
        Real.norm_eq_abs, sq_abs, sq]
    simp only [h]
    rw [envelope_overlap hL n hn, if_pos rfl]
  · intro m hm
    rw [mode_overlap hL m hn, if_neg hm]

/-- For positive initial and current width, a finite superposition of modes `n ≥ 1` with constant
coefficients solves the free Schrödinger equation, vanishes at both walls, and has squared norm
equal to the sum of the squared moduli of its coefficients. -/
theorem moving_wall_superposition {L₀ v t : ℝ} (h₀ : 0 < L₀) (hL : 0 < wall L₀ v t)
    (s : Finset ℕ) (hs : ∀ n ∈ s, 1 ≤ n) (c : ℕ → ℂ) :
    (∀ x, SolvesAt (fun τ y => ∑ n ∈ s, c n * mode L₀ v n τ y) t x) ∧
    ∑ n ∈ s, c n * mode L₀ v n t 0 = 0 ∧
    ∑ n ∈ s, c n * mode L₀ v n t (wall L₀ v t) = 0 ∧
    ∫ x in (0 : ℝ)..wall L₀ v t,
      conj (∑ n ∈ s, c n * mode L₀ v n t x) * (∑ n ∈ s, c n * mode L₀ v n t x)
      = ((∑ n ∈ s, ‖c n‖ ^ 2 : ℝ) : ℂ) := by
  refine ⟨fun x => ?_, ?_, ?_, ?_⟩
  · -- linearity of the Schrödinger equation
    choose a b d h1 h2 h3 h4 using fun n => mode_solvesAt h₀ hL n x
    refine ⟨∑ n ∈ s, c n * a n, fun y => ∑ n ∈ s, c n * b n y, ∑ n ∈ s, c n * d n,
      HasDerivAt.fun_sum fun n _ => (h1 n).const_mul (c n),
      fun y => HasDerivAt.fun_sum fun n _ => (h2 n y).const_mul (c n),
      HasDerivAt.fun_sum fun n _ => (h3 n).const_mul (c n), ?_⟩
    rw [Finset.mul_sum, Finset.mul_sum]
    refine Finset.sum_congr rfl fun n _ => ?_
    linear_combination c n * h4 n
  · exact Finset.sum_eq_zero fun n hn => by
      rw [(moving_wall_mode h₀ hL (hs n hn)).2.1, mul_zero]
  · exact Finset.sum_eq_zero fun n hn => by
      rw [(moving_wall_mode h₀ hL (hs n hn)).2.2.1, mul_zero]
  · have hc : ∀ n, Continuous (fun x => mode L₀ v n t x) := by
      intro n
      unfold mode envelope phase
      fun_prop
    have hcc : ∀ m n, Continuous (fun x =>
        conj (c m) * c n * (conj (mode L₀ v m t x) * mode L₀ v n t x)) := fun m n =>
      continuous_const.mul ((Complex.continuous_conj.comp (hc m)).mul (hc n))
    have hpt : ∀ x, conj (∑ n ∈ s, c n * mode L₀ v n t x) * (∑ n ∈ s, c n * mode L₀ v n t x)
        = ∑ m ∈ s, ∑ n ∈ s,
          conj (c m) * c n * (conj (mode L₀ v m t x) * mode L₀ v n t x) := by
      intro x
      simp only [map_sum, map_mul, Finset.sum_mul_sum]
      exact Finset.sum_congr rfl fun m _ => Finset.sum_congr rfl fun n _ => by ring
    simp only [hpt]
    rw [intervalIntegral.integral_finsetSum (fun m _ =>
      (continuous_finsetSum s fun n _ => hcc m n).intervalIntegrable _ _), Complex.ofReal_sum]
    refine Finset.sum_congr rfl fun m hm => ?_
    rw [intervalIntegral.integral_finsetSum (fun n _ => (hcc m n).intervalIntegrable _ _),
      Finset.sum_eq_single m]
    · -- only the diagonal overlaps survive
      rw [intervalIntegral.integral_const_mul, mode_overlap hL m (hs m hm), if_pos rfl, mul_one,
        mul_comm, Complex.mul_conj, Complex.normSq_eq_norm_sq]
    · intro n hn hne
      rw [intervalIntegral.integral_const_mul, mode_overlap hL m (hs n hn), if_neg hne.symm,
        mul_zero]
    · exact fun h => absurd hm h

end

end MovingWallBox
```

```lean
#print axioms MovingWallBox.moving_wall_superposition
-- 'MovingWallBox.moving_wall_superposition' depends on axioms: [propext, Classical.choice, Quot.sound]
```

## From the two real equations to superpositions

`solvesAt_of_polar` is the polar calculation. Its final `linear_combination` adds the continuity equation, multiplied by $ie^{iS}$, to the Hamilton–Jacobi equation, multiplied by $-e^{iS}$, and uses $i^2=-1$.

`mode_solvesAt` supplies the derivatives of $R$ and $S$. Inside it, `hq` differentiates $\sqrt{2/L}$, and `hd` differentiates the dynamical phase, using `hw0`, the definition of $L$, where the derivation used $L-vt=L_0$. The two real equations are then closed by `ring`.

`integral_cos_box` evaluates the cosine integral from its antiderivative. `envelope_overlap` applies it to the product of sines, and `mode_overlap` cancels the chirp and takes the remaining constant phase out of the integral. `moving_wall_mode` collects these results and adds the wall values and the norm. For superpositions, linearity gives the equation, and the double sum of overlaps reduces to its diagonal.

## Derivatives carried by `HasDerivAt`

`HasDerivAt f d a` states that `f` is differentiable at `a` with derivative `d`. This differs from writing `deriv f a`, which Mathlib sets to zero where `f` is not differentiable. An equation between `deriv` terms could thus hold for a function with no derivative, whereas `SolvesAt` excludes that case.

The predicate also organises the calculation. The product, quotient and chain rules each build a new `HasDerivAt` from old ones, with the derivative in whatever form the rule produces. `congr_deriv` then exchanges that form for the one wanted, given a proof that the two are equal. The calculus is done by the rules, and what remains is algebra such as $(L-vt)/L^2=L_0/L^2$.
